# In scaled-1s Hartree–Fock theory the energy of helium is strictly concave between one and two electrons, and two distant helium nuclei sharing three electrons favour integer charges

## Does fractional charge cost energy in this model?

I use hartree atomic units. A nucleus of charge $Z$ carries one spin-up electron and $x\in[0,1]$ spin-down electrons, all in a 1s orbital of exponent $z>0$. The Hartree–Fock energy is

$$E_Z(x,z)=(1+x)\left(\tfrac{z^2}{2}-Zz\right)+\tfrac58xz,\qquad e_Z(x)=\min_{z>0}E_Z(x,z).$$

For helium, $Z=2$, I believe that $e_2(0)=-2$ is exact, that $e_2$ is strictly concave, and that $e_2(x)+e_2(1-x)$, the energy of two distant nuclei with $1+x$ and $2-x$ electrons, is lowest only at $x=0,1$ and $25/768$ higher at $x=1/2$. Can this be made rigorous and machine-checked?

## Yes, and the excess is the same for every $Z>5/16$

### From a parabola to the charge excess

Completing the square in $z$ gives

$$E_Z(x,z)=-\frac{(Z(1+x)-5x/8)^2}{2(1+x)}+\frac{1+x}{2}(z-z_*)^2,\qquad z_*=Z-\frac{5x}{8(1+x)}.$$

The subtracted screening is at most $5/16$ on $[0,1]$, so $Z>5/16$ makes $z_*$ positive: the optimal orbital decays. The first term is therefore $e_Z(x)$.

At $x=0$ it equals $-Z^2/2$. The radial function $u=re^{-Zr}$ (normalised: $2Z^{3/2}re^{-Zr}$) has $u''=(Z^2r-2Z)e^{-Zr}$, hence $-\tfrac12u''-\tfrac Zr u=-\tfrac{Z^2}{2}u$.

Expanding the square and using $x^2/(1+x)=x-1+1/(1+x)$,

$$e_Z(x)=(\text{affine in }x)-\frac{25}{128}\,\frac1{1+x}.$$

For $a,b>0$, $a+b=1$, $x\ne y$ and $m=ax+by$, this yields

$$e_Z(m)-ae_Z(x)-be_Z(y)=\frac{25}{128}\,\frac{ab(x-y)^2}{(1+x)(1+y)(1+m)}>0.$$

Taking the endpoints $0$ and $1$, the height above the chord is $\frac{25x(1-x)}{256(1+x)}$. Adding the same expression at $1-x$, where the two chords sum to $e_Z(0)+e_Z(1)$, gives the pair excess

$$\frac{25x(1-x)}{256}\left(\frac1{1+x}+\frac1{2-x}\right)=\frac{75x(1-x)}{256(1+x)(2-x)}.$$

It vanishes only at $x=0,1$ and equals $25/768$ at $x=1/2$.

For helium at $x=1/2$, $z_*=43/24$ and $e_2(1/2)=-1849/768\approx-2.40755$. Two such atoms have energy $-4.81510$, against $-2-729/256\approx-4.84766$ for the integer distribution; the difference is $0.03255\approx25/768$.

### What the Lean statements say

`hfEnergy Z x z` is $E_Z(x,z)$, and `relaxedEnergy Z x` is the infimum of its values over `Ioi 0`, the positive exponents. `isLeast_hfEnergy` shows that this infimum is attained. `strictConcaveOn_relaxedEnergy` and `charge_localisation` hold for every real $Z>5/16$; `helium_energy` sets $Z=2$.

The energy expression is a definition. Its term $5xz/8$ is the Coulomb repulsion between the two spin densities, with self-repulsion cancelled by exchange; the integrals are not derived. Both spins share one exponent, and the distant nuclei do not interact. `one_electron_exact` proves the eigenvalue equation for $r>0$, not that the eigenvalue is the lowest.

Within this one-parameter model, the concavity is the deviation from piecewise linearity that is called localisation error in electronic structure.

```lean
import Mathlib

open Set

namespace FractionalHelium

noncomputable section

/-- Hartree-Fock energy (hartree) of `1 + x` electrons, one spin-up and `x` spin-down, in a
1s orbital of exponent `z` around a nucleus of charge `Z`. -/
def hfEnergy (Z x z : ℝ) : ℝ := (1 + x) * (z ^ 2 / 2 - Z * z) + 5 / 8 * x * z

/-- The screened exponent `Z - 5x/(8(1 + x))`, for `x ≠ -1`. -/
def screenedExponent (Z x : ℝ) : ℝ := Z - 5 * x / (8 * (1 + x))

/-- The relaxed energy: the infimum of the Hartree-Fock energy over all exponents `z > 0`. -/
def relaxedEnergy (Z x : ℝ) : ℝ := sInf (hfEnergy Z x '' Ioi 0)

/-- The energy is a parabola in the exponent, with its vertex at the screened exponent. -/
theorem hfEnergy_eq_parabola (Z z : ℝ) {x : ℝ} (hx : 1 + x ≠ 0) :
    hfEnergy Z x z = -(Z * (1 + x) - 5 * x / 8) ^ 2 / (2 * (1 + x))
      + (1 + x) / 2 * (z - screenedExponent Z x) ^ 2 := by
  unfold hfEnergy screenedExponent
  field_simp
  ring

/-- For `0 ≤ x ≤ 1` and `Z > 5/16` the energy attains a minimum over `z > 0`, with the value
given here in closed form. -/
theorem isLeast_hfEnergy {Z x : ℝ} (hZ : 5 / 16 < Z) (hx : x ∈ Icc (0 : ℝ) 1) :
    IsLeast (hfEnergy Z x '' Ioi 0)
      (-(Z * (1 + x) - 5 * x / 8) ^ 2 / (2 * (1 + x))) := by
  obtain ⟨h0, h1⟩ := hx
  have hp : 0 < 1 + x := by linarith
  constructor
  · refine ⟨screenedExponent Z x, ?_, ?_⟩
    · -- the screening never exceeds 5/16
      have hs : 5 * x / (8 * (1 + x)) ≤ 5 / 16 := by
        rw [div_le_iff₀ (by positivity)]
        linarith
      show 0 < screenedExponent Z x
      unfold screenedExponent
      linarith
    · rw [hfEnergy_eq_parabola Z _ hp.ne', sub_self]
      ring
  · rintro _ ⟨z, -, rfl⟩
    rw [hfEnergy_eq_parabola Z z hp.ne']
    have : 0 ≤ (1 + x) / 2 * (z - screenedExponent Z x) ^ 2 := by positivity
    linarith

/-- Closed form of the relaxed energy between one and two electrons. -/
theorem relaxedEnergy_eq {Z x : ℝ} (hZ : 5 / 16 < Z) (hx : x ∈ Icc (0 : ℝ) 1) :
    relaxedEnergy Z x = -(Z * (1 + x) - 5 * x / 8) ^ 2 / (2 * (1 + x)) :=
  (isLeast_hfEnergy hZ hx).csInf_eq

/-- For `r > 0` the radial function `r exp(-Z r)` satisfies the s-wave radial Schrödinger equation
of the bare nucleus, with the one-electron relaxed energy as its energy. -/
theorem one_electron_exact {Z r : ℝ} (hZ : 5 / 16 < Z) (hr : 0 < r) :
    -(1 / 2) * deriv (deriv fun s : ℝ => s * Real.exp (-Z * s)) r
      - Z / r * (r * Real.exp (-Z * r))
      = relaxedEnergy Z 0 * (r * Real.exp (-Z * r)) := by
  have hexp : ∀ s : ℝ, HasDerivAt (fun t : ℝ => Real.exp (-Z * t))
      (Real.exp (-Z * s) * (-Z)) s := fun s => by
    have h := ((hasDerivAt_id' s).const_mul (-Z)).exp
    rwa [mul_one] at h
  have h1 : (deriv fun s : ℝ => s * Real.exp (-Z * s))
      = fun s => (1 - Z * s) * Real.exp (-Z * s) := by
    funext s
    exact (((hasDerivAt_id' s).fun_mul (hexp s)).congr_deriv (by ring)).deriv
  have hlin : HasDerivAt (fun s : ℝ => 1 - Z * s) (-Z) r :=
    (((hasDerivAt_id' r).const_mul Z).const_sub 1).congr_deriv (by ring)
  rw [h1, (hlin.fun_mul (hexp r)).deriv, relaxedEnergy_eq hZ ⟨le_rfl, zero_le_one⟩]
  field_simp
  ring

/-- The relaxed energy is strictly concave in the fractional charge between one and two
electrons. -/
theorem strictConcaveOn_relaxedEnergy {Z : ℝ} (hZ : 5 / 16 < Z) :
    StrictConcaveOn ℝ (Icc 0 1) (relaxedEnergy Z) := by
  refine ⟨convex_Icc 0 1, fun x hx y hy hxy a b ha hb hab => ?_⟩
  have hm := (convex_Icc (0 : ℝ) 1) hx hy ha.le hb.le hab
  rw [relaxedEnergy_eq hZ hx, relaxedEnergy_eq hZ hy, relaxedEnergy_eq hZ hm]
  simp only [smul_eq_mul] at hm ⊢
  have hX : 0 < 1 + x := by linarith [hx.1]
  have hY : 0 < 1 + y := by linarith [hy.1]
  have hM : 0 < 1 + (a * x + b * y) := by linarith [hm.1]
  have hd : 0 < (x - y) ^ 2 := by
    have := sub_ne_zero.mpr hxy
    positivity
  have hpos : 0 < 25 / 128 * (a * b * (x - y) ^ 2)
      / ((1 + x) * (1 + y) * (1 + (a * x + b * y))) := by positivity
  -- the gap between the curve and its chord is this positive quantity
  have key : -(Z * (1 + (a * x + b * y)) - 5 * (a * x + b * y) / 8) ^ 2
        / (2 * (1 + (a * x + b * y)))
      - (a * (-(Z * (1 + x) - 5 * x / 8) ^ 2 / (2 * (1 + x)))
        + b * (-(Z * (1 + y) - 5 * y / 8) ^ 2 / (2 * (1 + y))))
      = 25 / 128 * (a * b * (x - y) ^ 2)
        / ((1 + x) * (1 + y) * (1 + (a * x + b * y))) := by
    have hb' : b = 1 - a := by linarith
    subst hb'
    have hM' := hM.ne'
    field_simp
    ring
  linarith

/-- The deviation of the relaxed energy from the straight line between one and two electrons
does not depend on the nuclear charge. -/
theorem deviation_from_line {Z x : ℝ} (hZ : 5 / 16 < Z) (hx : x ∈ Icc (0 : ℝ) 1) :
    relaxedEnergy Z x - ((1 - x) * relaxedEnergy Z 0 + x * relaxedEnergy Z 1)
      = 25 * x * (1 - x) / (256 * (1 + x)) := by
  have hX : 1 + x ≠ 0 := by linarith [hx.1]
  rw [relaxedEnergy_eq hZ hx, relaxedEnergy_eq hZ ⟨le_rfl, zero_le_one⟩,
    relaxedEnergy_eq hZ ⟨zero_le_one, le_rfl⟩]
  field_simp
  ring

/-- Energy of two distant equal nuclei with `1 + x` and `2 - x` electrons, relative to the
integer distribution of one and two electrons. -/
theorem pair_excess {Z x : ℝ} (hZ : 5 / 16 < Z) (hx : x ∈ Icc (0 : ℝ) 1) :
    relaxedEnergy Z x + relaxedEnergy Z (1 - x) - (relaxedEnergy Z 0 + relaxedEnergy Z 1)
      = 75 * x * (1 - x) / (256 * (1 + x) * (2 - x)) := by
  have h := deviation_from_line hZ hx
  have h' := deviation_from_line hZ (x := 1 - x) ⟨by linarith [hx.2], by linarith [hx.1]⟩
  have hX : 1 + x ≠ 0 := by linarith [hx.1]
  have hY : 2 - x ≠ 0 := by linarith [hx.2]
  rw [show 1 + (1 - x) = 2 - x by ring] at h'
  -- the two heights above the chord add up to the pair excess
  have hsum : 25 * x * (1 - x) / (256 * (1 + x))
      + 25 * (1 - x) * (1 - (1 - x)) / (256 * (2 - x))
      = 75 * x * (1 - x) / (256 * (1 + x) * (2 - x)) := by
    field_simp
    ring
  linear_combination h + h' + hsum

/-- Two distant equal nuclei with `1 + x` and `2 - x` electrons, `0 ≤ x ≤ 1`: the total relaxed
energy is lowest exactly when one nucleus has one electron and the other has two, and the even
distribution lies 25/768 hartree higher. -/
theorem charge_localisation {Z : ℝ} (hZ : 5 / 16 < Z) :
    (∀ x ∈ Icc (0 : ℝ) 1,
      relaxedEnergy Z 0 + relaxedEnergy Z 1 ≤ relaxedEnergy Z x + relaxedEnergy Z (1 - x) ∧
      (relaxedEnergy Z x + relaxedEnergy Z (1 - x) = relaxedEnergy Z 0 + relaxedEnergy Z 1
        ↔ x = 0 ∨ x = 1)) ∧
    relaxedEnergy Z (1 / 2) + relaxedEnergy Z (1 / 2)
      = relaxedEnergy Z 0 + relaxedEnergy Z 1 + 25 / 768 := by
  refine ⟨fun x hx => ?_, ?_⟩
  · have h := pair_excess hZ hx
    have hX : 0 < 1 + x := by linarith [hx.1]
    have hY : 0 < 2 - x := by linarith [hx.2]
    have hD : 0 < 256 * (1 + x) * (2 - x) := by positivity
    have hN : 0 ≤ 75 * x * (1 - x) :=
      mul_nonneg (by linarith [hx.1]) (by linarith [hx.2])
    refine ⟨by linarith [div_nonneg hN hD.le], fun he => ?_, ?_⟩
    · rw [he, sub_self] at h
      rcases div_eq_zero_iff.mp h.symm with h0 | h0
      · rcases mul_eq_zero.mp h0 with h1 | h1
        · left; linarith
        · right; linarith
      · exact absurd h0 hD.ne'
    · rintro (rfl | rfl)
      · rw [sub_zero]
      · rw [sub_self, add_comm]
  · have h := pair_excess hZ (x := 1 / 2) ⟨by norm_num, by norm_num⟩
    rw [show (1 : ℝ) - 1 / 2 = 1 / 2 by norm_num] at h
    linarith

/-- Helium: the relaxed energy with `1 + x` electrons in closed form, and its value of
-2 hartree for one electron. -/
theorem helium_energy :
    (∀ x ∈ Icc (0 : ℝ) 1,
      relaxedEnergy 2 x = -(2 + 11 * x / 8) ^ 2 / (2 * (1 + x))) ∧
    relaxedEnergy 2 0 = -2 := by
  refine ⟨fun x hx => ?_, ?_⟩
  · rw [relaxedEnergy_eq (by norm_num) hx,
      show 2 * (1 + x) - 5 * x / 8 = 2 + 11 * x / 8 by ring]
  · rw [relaxedEnergy_eq (by norm_num) ⟨le_rfl, zero_le_one⟩]
    norm_num

end

end FractionalHelium
```

```lean
#print axioms FractionalHelium.one_electron_exact
-- 'FractionalHelium.one_electron_exact' depends on axioms: [propext, Classical.choice, Quot.sound]
#print axioms FractionalHelium.strictConcaveOn_relaxedEnergy
-- 'FractionalHelium.strictConcaveOn_relaxedEnergy' depends on axioms: [propext, Classical.choice, Quot.sound]
#print axioms FractionalHelium.charge_localisation
-- 'FractionalHelium.charge_localisation' depends on axioms: [propext, Classical.choice, Quot.sound]
#print axioms FractionalHelium.helium_energy
-- 'FractionalHelium.helium_energy' depends on axioms: [propext, Classical.choice, Quot.sound]
```

### How the proof follows the algebra

`hfEnergy_eq_parabola` is the completed square. In `isLeast_hfEnergy`, `screenedExponent` supplies the minimiser, and the nonnegative square gives the lower bound; `relaxedEnergy_eq` turns this into the closed form.

`one_electron_exact` applies the product rule twice, then inserts the closed form at $x=0$.

For strict concavity, `key` is the gap identity above, checked by `field_simp` and `ring` after substituting $b=1-a$, and `hpos` is its positivity. `deviation_from_line` computes the height above the chord, and `pair_excess` adds its instances at $x$ and $1-x$. `charge_localisation` then reads off the sign of the fraction, its zeros from the numerator, and its value at one half.

### If the orbital were frozen

Another model would fix $z$ at one value for all $x$. Then $E_Z(x,z)$ is affine in $x$, the pair excess is zero, and every distribution of the third electron has the same energy. The curvature here thus comes entirely from letting the exponent relax.
